# A real one-pole fit at one imaginary frequency loses weight unless all poles of a positive-weight self-energy coincide

## Why does my fitted pole sit where the self-energy has none?

Let Σ(z) be a diagonal element of a correlation self-energy with finitely many poles,

Σ(z) = ∑_k r_k/(z − p_k),

where the weights r_k are positive and the pole energies p_k are real, measured from the chemical potential. I evaluate it at one point iw of the imaginary axis, with w real and nonzero, and look for a single pole of real weight a at real energy b that gives the same value:

a/(iw − b) = Σ(iw).

As a trial I took two poles of equal weight s at −d and d, and chose w = d. The fit returned b = 0 and a = s. So it reproduces my data point exactly, yet it puts a pole in the middle of the gap, where Σ is perfectly smooth, and half of the total weight 2s has disappeared. Did I choose a bad frequency, or does the fit always do this?

## The fitted pole is a centre of gravity

With two distinct poles it happens at every nonzero w: the fitted pole falls strictly between them and some weight is lost. With any number of poles, b lies between the lowest and the highest p_k, and a is positive and at most ∑_k r_k, with equality exactly when all the p_k coincide.

To see this, first split a single pole into real and imaginary parts. Multiplying numerator and denominator by −iw − b turns the denominator into w² + b², so

a/(iw − b) = −ab/(w² + b²) − iw a/(w² + b²).

Apply this to each term of Σ and define two real sums,

A = ∑_k r_k/(w² + p_k²),

B = ∑_k r_k p_k/(w² + p_k²).

Then Σ(iw) = −B − iwA. Comparing real and imaginary parts, and dividing the latter by w, gives

ab/(w² + b²) = B and a/(w² + b²) = A.

The second equation says a = A(w² + b²), and inserting it into the first leaves Ab = B. These steps can be reversed. Since A > 0, there is exactly one solution,

b = B/A, a = A(w² + b²) > 0.

The position follows from writing B − Ab = 0 as a balance:

∑_k r_k(p_k − b)/(w² + p_k²) = 0.

If every p_k were above b, all terms would be positive; if every p_k were below b, all would be negative. So some pole lies at or below b and some pole at or above it.

For the weight, use the identity

(p_k − b)² = (w² + p_k²) − (w² + b²) − 2b(p_k − b).

Multiply by r_k/(w² + p_k²) and sum over k. The first term gives the total weight, the second gives −A(w² + b²) = −a, and the third vanishes by the balance. Hence

∑_k r_k − a = ∑_k r_k(p_k − b)²/(w² + p_k²).

The lost weight is the spread of the true poles about the fitted one, so it is never negative. It is zero only if every p_k equals b. Conversely, if all p_k coincide, b is squeezed onto their common value and nothing is lost.

Now take two poles v < c with weights r₁ and r₂. If b ≤ v, the balance has a nonnegative first term and a positive second one; if b ≥ c, it has a negative first term and a nonpositive second one. Neither sum can vanish, so v < b < c, and the spread is positive. In your trial B = 0 and A = 2s/(w² + d²), hence

b = 0, a = 2sw²/(w² + d²).

At w = d this is a = s, as you found. A larger |w| recovers more of the weight, but the pole stays at zero.

## From Σ(iw) to the quasiparticle equation

In a finite-basis one-shot GW calculation (G₀W₀) with a stable RPA screening, a diagonal element of the correlation self-energy has the form above. Its poles lie at occupied orbital energies minus, and empty orbital energies plus, the neutral excitation energies, and its weights are squared couplings; terms whose coupling vanishes, for instance by symmetry, are left out of the sum. A program that evaluates Σ only on the imaginary axis has the complex number Σ(iw), but not the individual poles. The one-pole parameters follow directly from that number:

b = w Re Σ(iw)/Im Σ(iw), a = −w |Σ(iw)|²/Im Σ(iw).

The continuation then replaces Σ(E) by a/(E − b) in the quasiparticle equation at real energy E. In the symmetric example the true function is 2sE/(E² − d²), which vanishes at E = 0, while the continued one diverges there. If the orbital energy and the static terms add up to zero, E = 0 solves the true equation E = Σ(E), whereas the continued equation E = a/E has only the solutions E = ±√a. This describes the real-parameter, single-frequency fit; models with several poles, complex parameters or many frequencies need their own analysis.

## The Lean file and its statements

```lean
import Mathlib

open Finset

namespace OnePoleFit

noncomputable section

variable {ι : Type*} [Fintype ι]

/-- The self-energy `Σ(z) = ∑ r_k / (z - p_k)` with weights `r_k` and real poles `p_k`,
for `z` different from every pole. -/
def selfEnergy (r p : ι → ℝ) (z : ℂ) : ℂ := ∑ k, (r k : ℂ) / (z - p k)

/-- The single pole of weight `a` at energy `b` reproduces the self-energy at the imaginary
frequency `iw`, for `w ≠ 0`. -/
def IsOnePoleFit (r p : ι → ℝ) (w a b : ℝ) : Prop :=
  (a : ℂ) / (Complex.I * w - b) = selfEnergy r p (Complex.I * w)

/-- The total weight seen from `iw`, each pole damped by its squared distance `w² + p_k²`,
for `w ≠ 0`. -/
def dampedWeight (r p : ι → ℝ) (w : ℝ) : ℝ := ∑ k, r k / (w ^ 2 + p k ^ 2)

/-- The first moment of the pole energies with the same damped weights, for `w ≠ 0`. -/
def dampedMoment (r p : ι → ℝ) (w : ℝ) : ℝ := ∑ k, r k * p k / (w ^ 2 + p k ^ 2)

/-- Real and imaginary parts of a single pole at a nonzero imaginary frequency. -/
theorem pole_imag_axis (a b : ℝ) {w : ℝ} (hw : w ≠ 0) :
    (a : ℂ) / (Complex.I * w - b) =
      -(((a * b / (w ^ 2 + b ^ 2) : ℝ) : ℂ)
        + ((w * (a / (w ^ 2 + b ^ 2)) : ℝ) : ℂ) * Complex.I) := by
  have hz : Complex.I * (w : ℂ) - b ≠ 0 := by
    intro h
    apply hw
    have h' := congrArg Complex.im h
    simpa using h'
  have hR : w ^ 2 + b ^ 2 ≠ 0 := by positivity
  have hD : (w : ℂ) ^ 2 + (b : ℂ) ^ 2 ≠ 0 := by exact_mod_cast hR
  rw [div_eq_iff hz]
  push_cast
  linear_combination (a / ((w : ℂ) ^ 2 + (b : ℂ) ^ 2) * (w : ℂ) ^ 2) * Complex.I_sq
    - div_mul_cancel₀ (a : ℂ) hD

/-- At a nonzero imaginary frequency the real part of the self-energy is minus the damped
moment, and its imaginary part is `-w` times the damped weight. -/
theorem selfEnergy_imag_axis (r p : ι → ℝ) {w : ℝ} (hw : w ≠ 0) :
    selfEnergy r p (Complex.I * w) =
      -((dampedMoment r p w : ℂ) + ((w * dampedWeight r p w : ℝ) : ℂ) * Complex.I) := by
  unfold selfEnergy
  rw [Finset.sum_congr rfl (fun k _ => pole_imag_axis (r k) (p k) hw)]
  simp only [dampedMoment, dampedWeight, Finset.mul_sum, Complex.ofReal_sum,
    Finset.sum_neg_distrib, Finset.sum_add_distrib, Finset.sum_mul]

/-- For `w ≠ 0`, matching at `iw` amounts to two real equations, one for the weight and one
for the position of the fitted pole. -/
theorem isOnePoleFit_iff (r p : ι → ℝ) {w : ℝ} (hw : w ≠ 0) (a b : ℝ) :
    IsOnePoleFit r p w a b ↔
      a = dampedWeight r p w * (w ^ 2 + b ^ 2) ∧
        dampedWeight r p w * b = dampedMoment r p w := by
  have key : ∀ x y x' y' : ℝ,
      (-((x : ℂ) + (y : ℂ) * Complex.I) = -((x' : ℂ) + (y' : ℂ) * Complex.I)) ↔
        x = x' ∧ y = y' := by
    intro x y x' y'
    simp [Complex.ext_iff]
  have hD : w ^ 2 + b ^ 2 ≠ 0 := by positivity
  unfold IsOnePoleFit
  rw [pole_imag_axis a b hw, selfEnergy_imag_axis r p hw, key]
  constructor
  · rintro ⟨h1, h2⟩
    have h3 := mul_left_cancel₀ hw h2
    exact ⟨(div_eq_iff hD).1 h3, by linear_combination h1 - b * h3⟩
  · rintro ⟨h1, h2⟩
    have h3 := (div_eq_iff hD).2 h1
    exact ⟨by linear_combination b * h3 + h2, by rw [h3]⟩

/-- For `w ≠ 0`, the displacements of the true poles from the fitted one, taken with their damped
weights, sum to zero. -/
theorem pole_balance {r p : ι → ℝ} {w a b : ℝ} (hw : w ≠ 0) (h : IsOnePoleFit r p w a b) :
    ∑ k, r k * (p k - b) / (w ^ 2 + p k ^ 2) = 0 := by
  have h2 := ((isOnePoleFit_iff r p hw a b).1 h).2
  have e : ∑ k, r k * (p k - b) / (w ^ 2 + p k ^ 2)
      = dampedMoment r p w - dampedWeight r p w * b := by
    simp only [dampedMoment, dampedWeight, Finset.sum_mul, ← Finset.sum_sub_distrib]
    exact Finset.sum_congr rfl fun k _ => by ring
  rw [e, h2, sub_self]

/-- For `w ≠ 0`, the weight lost by the one-pole fit is exactly the damped spread of the true
poles about the fitted one. -/
theorem lost_weight {r p : ι → ℝ} {w a b : ℝ} (hw : w ≠ 0) (h : IsOnePoleFit r p w a b) :
    ∑ k, r k - a = ∑ k, r k * (p k - b) ^ 2 / (w ^ 2 + p k ^ 2) := by
  have h1 := ((isOnePoleFit_iff r p hw a b).1 h).1
  have e : ∑ k, r k * (p k - b) ^ 2 / (w ^ 2 + p k ^ 2)
      = ∑ k, r k - dampedWeight r p w * (w ^ 2 + b ^ 2)
        - 2 * b * ∑ k, r k * (p k - b) / (w ^ 2 + p k ^ 2) := by
    simp only [dampedWeight, Finset.sum_mul, Finset.mul_sum, ← Finset.sum_sub_distrib]
    refine Finset.sum_congr rfl fun k _ => ?_
    have hD : w ^ 2 + p k ^ 2 ≠ 0 := by positivity
    linear_combination div_mul_cancel₀ (r k) hD
  rw [e, pole_balance hw h, ← h1]
  ring

/-- For positive weights, at least one pole and `w ≠ 0`, exactly one real pole matches the
self-energy at `iw`. It lies between the lowest and the highest true pole, ends included, its weight
is positive and at most the total weight, and no weight is lost exactly when all true poles
coincide. -/
theorem one_pole_fit [Nonempty ι] (r p : ι → ℝ) (hr : ∀ k, 0 < r k) {w : ℝ} (hw : w ≠ 0) :
    (∃! q : ℝ × ℝ, IsOnePoleFit r p w q.1 q.2) ∧
    ∀ a b, IsOnePoleFit r p w a b →
      (∃ j k, p j ≤ b ∧ b ≤ p k) ∧ 0 < a ∧ a ≤ ∑ k, r k ∧
        (a = ∑ k, r k ↔ ∀ j k, p j = p k) := by
  have hD : ∀ k, 0 < w ^ 2 + p k ^ 2 := fun k => by positivity
  have hA : 0 < dampedWeight r p w :=
    Finset.sum_pos (fun k _ => div_pos (hr k) (hD k)) Finset.univ_nonempty
  constructor
  · -- solve the two real equations
    refine ⟨(dampedWeight r p w * (w ^ 2 + (dampedMoment r p w / dampedWeight r p w) ^ 2),
      dampedMoment r p w / dampedWeight r p w), ?_, ?_⟩
    · exact (isOnePoleFit_iff r p hw _ _).2 ⟨rfl, by field_simp⟩
    · rintro ⟨a, b⟩ h
      obtain ⟨h1, h2⟩ := (isOnePoleFit_iff r p hw a b).1 h
      have hb : b = dampedMoment r p w / dampedWeight r p w := by
        rw [eq_div_iff hA.ne']
        linarith
      rw [Prod.mk.injEq]
      exact ⟨by rw [h1, hb], hb⟩
  · intro a b h
    have hbal := pole_balance hw h
    have hlost := lost_weight hw h
    have hnn : ∀ k ∈ (Finset.univ : Finset ι),
        0 ≤ r k * (p k - b) ^ 2 / (w ^ 2 + p k ^ 2) := fun k _ =>
      div_nonneg (mul_nonneg (hr k).le (sq_nonneg _)) (hD k).le
    -- a centre of gravity cannot lie to one side of all poles
    have hlow : ∃ j, p j ≤ b := by
      by_contra! hlt
      have hs : 0 < ∑ k, r k * (p k - b) / (w ^ 2 + p k ^ 2) :=
        Finset.sum_pos (fun k _ => div_pos (mul_pos (hr k) (sub_pos.2 (hlt k))) (hD k))
          Finset.univ_nonempty
      linarith
    have hupp : ∃ k, b ≤ p k := by
      by_contra! hlt
      have hs : 0 < ∑ k, -(r k * (p k - b) / (w ^ 2 + p k ^ 2)) :=
        Finset.sum_pos (fun k _ => neg_pos.2 (div_neg_of_neg_of_pos
          (mul_neg_of_pos_of_neg (hr k) (sub_neg.2 (hlt k))) (hD k))) Finset.univ_nonempty
      rw [Finset.sum_neg_distrib, hbal] at hs
      linarith
    obtain ⟨j, hj⟩ := hlow
    obtain ⟨k, hk⟩ := hupp
    refine ⟨⟨j, k, hj, hk⟩, ?_, ?_, ?_, ?_⟩
    · rw [((isOnePoleFit_iff r p hw a b).1 h).1]
      exact mul_pos hA (by positivity)
    · linarith [Finset.sum_nonneg hnn]
    · -- zero spread forces every pole onto `b`
      intro ha
      have h0 : ∑ k, r k * (p k - b) ^ 2 / (w ^ 2 + p k ^ 2) = 0 := by linarith
      have hall : ∀ i, p i = b := by
        intro i
        by_contra hne
        have hi := (Finset.sum_eq_zero_iff_of_nonneg hnn).1 h0 i (Finset.mem_univ i)
        have hpos : 0 < r i * (p i - b) ^ 2 / (w ^ 2 + p i ^ 2) :=
          div_pos (mul_pos (hr i) (pow_pos_of_ne (sub_ne_zero.2 hne))) (hD i)
        linarith
      intro i l
      rw [hall i, hall l]
    · intro hp
      have hall : ∀ i, p i - b = 0 := fun i => by linarith [hp i j, hp i k]
      have h0 : ∑ k, r k * (p k - b) ^ 2 / (w ^ 2 + p k ^ 2) = 0 :=
        Finset.sum_eq_zero fun i _ => by rw [hall i]; ring
      linarith
where
  pow_pos_of_ne {x : ℝ} (hx : x ≠ 0) : 0 < x ^ 2 := by positivity

/-- For two poles `v < c` with positive weights and any `w ≠ 0`, the fitted pole lies strictly
inside the gap between them and carries strictly less than the total weight. -/
theorem pole_in_gap {r₁ r₂ v c w a b : ℝ} (h₁ : 0 < r₁) (h₂ : 0 < r₂) (hvc : v < c)
    (hw : w ≠ 0) (h : IsOnePoleFit ![r₁, r₂] ![v, c] w a b) :
    v < b ∧ b < c ∧ a < r₁ + r₂ := by
  have hv : 0 < w ^ 2 + v ^ 2 := by positivity
  have hc : 0 < w ^ 2 + c ^ 2 := by positivity
  have h0 : r₁ * (v - b) / (w ^ 2 + v ^ 2) + r₂ * (c - b) / (w ^ 2 + c ^ 2) = 0 := by
    simpa [Fin.sum_univ_two] using pole_balance hw h
  have hl : r₁ + r₂ - a
      = r₁ * (v - b) ^ 2 / (w ^ 2 + v ^ 2) + r₂ * (c - b) ^ 2 / (w ^ 2 + c ^ 2) := by
    simpa [Fin.sum_univ_two] using lost_weight hw h
  have hvb : v < b := by
    by_contra hn
    have hn' := not_lt.1 hn
    have t1 : 0 ≤ r₁ * (v - b) / (w ^ 2 + v ^ 2) :=
      div_nonneg (mul_nonneg h₁.le (by linarith)) hv.le
    have t2 : 0 < r₂ * (c - b) / (w ^ 2 + c ^ 2) :=
      div_pos (mul_pos h₂ (by linarith)) hc
    linarith
  have t1 : r₁ * (v - b) / (w ^ 2 + v ^ 2) < 0 :=
    div_neg_of_neg_of_pos (mul_neg_of_pos_of_neg h₁ (by linarith)) hv
  have hbc : b < c := by
    by_contra hn
    have hn' := not_lt.1 hn
    have t2 : r₂ * (c - b) / (w ^ 2 + c ^ 2) ≤ 0 :=
      div_nonpos_of_nonpos_of_nonneg (by nlinarith) hc.le
    linarith
  have hne : v - b ≠ 0 := by linarith [hvb] |> fun (h : v - b < 0) => h.ne
  have s1 : 0 < r₁ * (v - b) ^ 2 / (w ^ 2 + v ^ 2) := by positivity
  have s2 : 0 ≤ r₂ * (c - b) ^ 2 / (w ^ 2 + c ^ 2) := by positivity
  exact ⟨hvb, hbc, by linarith⟩

/-- Two poles of equal weight `s` at `-d` and `d` are fitted at `iw`, `w ≠ 0`, by a pole at
zero energy with weight `2 s w² / (w² + d²)`. -/
theorem symmetric_gap_fit (s d : ℝ) {w : ℝ} (hw : w ≠ 0) :
    IsOnePoleFit ![s, s] ![-d, d] w (2 * s * w ^ 2 / (w ^ 2 + d ^ 2)) 0 := by
  rw [isOnePoleFit_iff _ _ hw]
  constructor
  · simp only [dampedWeight, Fin.sum_univ_two, Matrix.cons_val_zero, Matrix.cons_val_one,
      neg_sq]
    ring
  · simp only [dampedMoment, Fin.sum_univ_two, Matrix.cons_val_zero, Matrix.cons_val_one,
      neg_sq]
    ring

end

end OnePoleFit
```

```lean
#print axioms OnePoleFit.one_pole_fit
-- 'OnePoleFit.one_pole_fit' depends on axioms: [propext, Classical.choice, Quot.sound]
#print axioms OnePoleFit.pole_in_gap
-- 'OnePoleFit.pole_in_gap' depends on axioms: [propext, Classical.choice, Quot.sound]
#print axioms OnePoleFit.symmetric_gap_fit
-- 'OnePoleFit.symmetric_gap_fit' depends on axioms: [propext, Classical.choice, Quot.sound]
```

The finite type `ι` labels the poles, and `r` and `p` are the real functions k ↦ r_k and k ↦ p_k. The self-energy is `selfEnergy r p z`, a complex function, and `IsOnePoleFit r p w a b` is the matching equation at iw. The sums A and B are `dampedWeight` and `dampedMoment`. Because `w` is assumed nonzero, no denominator vanishes in the matching equation, even for a pole at zero energy.

The main theorem, `one_pole_fit`, assumes at least one pole (`Nonempty ι`) and positive weights (`hr`). Its first half, `∃! q : ℝ × ℝ`, says that exactly one real pair matches. Its second half says of any matching pair that b lies between the lowest and the highest true pole, ends included, that 0 < a ≤ ∑_k r_k, and that the upper bound is reached exactly when `∀ j k, p j = p k`. Poles may coincide, and w may have either sign.

Positivity of the weights stands for the fact that each residue is the square of a nonzero coupling; here it is assumed and not derived from a GW calculation. The model is scalar, with finitely many undamped poles and a noise-free value at one frequency. It leaves out the static exchange part, which would add a real constant to Σ(iw).

`pole_in_gap` is the two-pole statement with strict inequalities, where `![r₁, r₂]` and `![v, c]` list weights and energies. `symmetric_gap_fit` states that the pair found for your trial satisfies the matching equation. It needs no sign condition on s or d; for s > 0, `one_pole_fit` adds that the pair is the only one.

## From two real equations to the bounds

`pole_imag_axis` is the splitting of one pole. It checks that iw − b is nonzero by looking at its imaginary part, clears the denominator, and finishes with i² = −1 through `linear_combination`. `selfEnergy_imag_axis` sums this over k to obtain −B − iwA.

`isOnePoleFit_iff` reduces matching to a = A(w² + b²) and Ab = B. Its auxiliary statement `key` compares real and imaginary parts, and `mul_left_cancel₀` removes the common factor w. `pole_balance` rewrites the balance sum as B − Ab. `lost_weight` establishes the spread formula by applying the quadratic identity term by term and then using the balance.

In `one_pole_fit`, A > 0 comes from `Finset.sum_pos`. Existence is shown by supplying the explicit pair, and uniqueness by solving the two equations for any other pair. The statements `hlow` and `hupp` are the one-sidedness arguments: each supposes that all poles lie strictly on one side of b and finds a nonzero sum where the balance requires zero. The upper bound on a follows because the spread is nonnegative.

For the equality case, `Finset.sum_eq_zero_iff_of_nonneg` turns a vanishing spread into vanishing terms, so every pole sits at b. In the other direction, the poles `p j` and `p k` that bracket b force it onto the common value.

`pole_in_gap` writes the balance and the lost weight as two-term sums and excludes b ≤ v and b ≥ c by the signs given above. `symmetric_gap_fit` inserts the two poles into the pair of real equations, which `ring` then confirms.
